# A lower bound on the Ising energy from edge-disjoint frustrated loops

The declaration concerns classical Ising spins, each `+1` or `-1`, on a graph with finitely many edges, with real couplings J_e and energy -∑ J_e s_i s_j, with no field term. Take a finite family of closed walks, no two sharing an edge, each with a negative product of couplings along it, and for each walk `a` a real number `g a` that is at most |J_e| on every edge of the walk. The claim is that every spin configuration then has energy at least -∑ |J_e| + 2 ∑ `g a`. The proof picks from each walk an unsatisfied bond, one with J_e s_i s_j < 0, and disjointness makes these bonds distinct. It then bounds the sum of |J_e| - J_e s_i s_j over the chosen bonds below by 2 ∑ `g a` and above by the same sum over all edges.

An attempt in Lean 4 with a fault in it:

```lean
import Mathlib

open Finset

namespace EnergyGeOfDisjointLoops

noncomputable section

variable {V : Type*} {G : SimpleGraph V}

/-- An Ising configuration: every spin is `+1` or `-1`. -/
def IsIsing (s : V → ℝ) : Prop := ∀ i, s i = 1 ∨ s i = -1

/-- The bond variable `s_i s_j` of the unordered pair `{i, j}`. -/
def bond (s : V → ℝ) : Sym2 V → ℝ :=
  Sym2.lift ⟨fun i j => s i * s j, fun i j => mul_comm (s i) (s j)⟩

/-- The Ising energy `-∑ J_ij s_i s_j`, summed over the edges of the graph. -/
def energy (G : SimpleGraph V) [Fintype G.edgeSet] (J : Sym2 V → ℝ) (s : V → ℝ) : ℝ :=
  -∑ e ∈ G.edgeFinset, J e * bond s e

/-- The product of the couplings met along a walk. -/
def couplingProduct (J : Sym2 V → ℝ) {u v : V} (p : G.Walk u v) : ℝ :=
  (p.edges.map J).prod

/-- In an Ising configuration every bond variable is `+1` or `-1`. -/
theorem bond_eq_one_or {s : V → ℝ} (hs : IsIsing s) (e : Sym2 V) :
    bond s e = 1 ∨ bond s e = -1 := by
  induction e using Sym2.ind with
  | _ i j =>
    change s i * s j = 1 ∨ s i * s j = -1
    rcases hs i with hi | hi <;> rcases hs j with hj | hj <;> rw [hi, hj] <;> norm_num

/-- In an Ising configuration the product of the bond variables along a walk is the product
of the spins at its two ends. -/
theorem bond_product_walk {s : V → ℝ} (hs : IsIsing s) {u v : V} (p : G.Walk u v) :
    couplingProduct (bond s) p = s u * s v := by
  have sq : ∀ i, s i * s i = 1 := fun i => by
    rcases hs i with h | h <;> rw [h] <;> norm_num
  induction p with
  | nil => simp [couplingProduct, sq]
  | @cons a b c h p ih =>
    have step : couplingProduct (bond s) (SimpleGraph.Walk.cons h p)
        = (s a * s b) * couplingProduct (bond s) p := by
      simp [couplingProduct, bond]
    rw [step, ih]
    linear_combination (s a * s c) * sq b

/-- A closed walk with negative coupling product contains an unsatisfied bond in every Ising
configuration. -/
theorem exists_unsatisfied_bond {J : Sym2 V → ℝ} {s : V → ℝ} (hs : IsIsing s) {v : V}
    (p : G.Walk v v) (hp : couplingProduct J p < 0) :
    ∃ e ∈ p.edges, J e * bond s e < 0 := by
  by_contra hcon
  push Not at hcon
  have hnn : 0 ≤ (p.edges.map (fun e => J e * bond s e)).prod := by
    apply List.prod_nonneg
    intro x hx
    obtain ⟨e, he, rfl⟩ := List.mem_map.mp hx
    exact hcon e he
  -- around a closed walk every spin enters an even number of times, so the bond variables
  -- multiply to 1
  have hone : (p.edges.map (bond s)).prod = 1 := by
    have h := bond_product_walk hs p
    rw [couplingProduct] at h
    rw [h]
    rcases hs v with h | h <;> rw [h] <;> norm_num
  rw [List.prod_map_mul, hone, mul_one] at hnn
  exact absurd hp (not_lt_of_ge hnn)

/-- Loop-packing bound for real couplings: if pairwise edge-disjoint closed walks have negative
coupling products, and every bond of walk `a` has strength at least `g a`, then every Ising
configuration has energy at least `-∑ |J_e| + 2 ∑ g a`. -/
theorem energy_ge_of_disjoint_loops [Fintype G.edgeSet] {ι : Type*} [Fintype ι]
    {J : Sym2 V → ℝ} {s : V → ℝ} (hs : IsIsing s)
    (base : ι → V) (C : ∀ a, G.Walk (base a) (base a))
    (hneg : ∀ a, couplingProduct J (C a) < 0)
    (hdisj : ∀ a b, a ≠ b → ∀ e ∈ (C a).edges, e ∉ (C b).edges)
    (g : ι → ℝ) (hg : ∀ a, ∀ e ∈ (C a).edges, g a ≤ |J e|) :
    -∑ e ∈ G.edgeFinset, |J e| + 2 * ∑ a, g a ≤ energy G J s := by
  choose f hf hbad using fun a => exists_unsatisfied_bond hs (C a) (hneg a)
  -- disjoint loops supply distinct unsatisfied bonds
  have hinj : Function.Injective f := by
    intro a b hab
    by_contra hne
    exact hdisj a b hne (f a) (hf a) (hab ▸ hf b)
  have hnn : ∀ e, 0 ≤ |J e| - J e * bond s e := by
    intro e
    rcases bond_eq_one_or hs e with h | h <;> rw [h]
    · linarith [le_abs_self (J e)]
    · linarith [neg_le_abs (J e)]
  -- each of them costs twice its strength
  have hcost : ∀ a, 2 * g a ≤ |J (f a)| - J (f a) * bond s (f a) := by
    intro a
    have h1 := hg a (f a) (hf a)
    have h2 := hbad a
    rcases bond_eq_one_or hs (f a) with h | h <;> rw [h] at h2 ⊢
    · rw [abs_of_neg (by linarith)] at h1 ⊢
      linarith
    · rw [abs_of_pos (by linarith)] at h1 ⊢
      linarith
  have hsub : univ.map ⟨f, hinj⟩ ⊆ G.edgeFinset := by
    intro e he
    obtain ⟨a, -, rfl⟩ := Finset.mem_map.mp he
    exact SimpleGraph.mem_edgeFinset.mpr ((C a).edges_subset_edgeSet (hf a))
  have hsum := Finset.sum_le_sum_of_subset_of_nonneg
    (f := fun e => |J e| - J e * bond s e) hsub (fun e _ _ => hnn e)
  rw [Finset.sum_map, Finset.sum_sub_distrib] at hsum
  have hle : ∑ a, 2 * g a ≤ ∑ a, (|J (f a)| - J (f a) * bond s (f a)) :=
    Finset.sum_le_sum fun a _ => hcost a
  rw [← Finset.mul_sum] at hle
  simp only [Function.Embedding.coeFn_mk] at hsum
  unfold energy
  linarith

end

end EnergyGeOfDisjointLoops
```

Compiling this gives:

```
Main.lean:114:2: error: linarith failed to find a contradiction
V : Type u_1
G : SimpleGraph V
inst✝¹ : Fintype ↑G.edgeSet
ι : Type u_2
inst✝ : Fintype ι
J : Sym2 V → ℝ
s : V → ℝ
hs : IsIsing s
base : ι → V
C : (a : ι) → G.Walk (base a) (base a)
hneg : ∀ (a : ι), couplingProduct J (C a) < 0
hdisj : ∀ (a b : ι), a ≠ b → ∀ e ∈ (C a).edges, e ∉ (C b).edges
g : ι → ℝ
hg : ∀ (a : ι), ∀ e ∈ (C a).edges, g a ≤ |J e|
f : ι → Sym2 V
hf : ∀ (a : ι), f a ∈ (C a).edges
hbad : ∀ (a : ι), J (f a) * bond s (f a) < 0
hinj : Function.Injective f
hnn : ∀ (e : Sym2 V), 0 ≤ |J e| - J e * bond s e
hcost : ∀ (a : ι), 2 * g a ≤ |J (f a)| - J (f a) * bond s (f a)
hsub : map { toFun := f, inj' := hinj } univ ⊆ G.edgeFinset
hle : 2 * ∑ i, g i ≤ ∑ a, (|J (f a)| - J (f a) * bond s (f a))
hsum : ∑ x, |J (f x)| - ∑ x, J (f x) * bond s (f x) ≤ ∑ i ∈ G.edgeFinset, (|J i| - J i * bond s i)
a✝ : -∑ e ∈ G.edgeFinset, J e * bond s e < -∑ e ∈ G.edgeFinset, |J e| + 2 * ∑ a, g a
⊢ False
failed
```

Diagnosis. The one error is the final `linarith` finding no contradiction, though the inequalities it needs are all in the context. In `hsum`, `rw` with `Finset.sum_sub_distrib` fixed the lemma's arguments at the first sum it matched, the one over the walks, and split only that. The sum over `G.edgeFinset` stayed a single sum of differences, while the goal has its two parts separately. In `hle` the sum over the walks was also still unsplit, so it no longer matched the left side of `hsum`. `linarith` treats each such sum as an atom and does not itself apply the lemma that would relate them.

The repair gives `Finset.sum_sub_distrib` to `simp only` at both `hsum` and `hle`. `simp only` rewrites every matching sum, so the same separate sums appear in both hypotheses and in the goal, and the rest is linear arithmetic. Dropping the lemma from the earlier `rw` is tidying, since `simp only` now does that work. The reworded comment has no effect on compilation; it now says what `hcost` states, a cost of at least `2 * g a`.

The change, after which it compiles:

```diff
@@ -90,5 +90,5 @@
     · linarith [le_abs_self (J e)]
     · linarith [neg_le_abs (J e)]
-  -- each of them costs twice its strength
+  -- the one chosen on walk `a` costs at least `2 * g a`
   have hcost : ∀ a, 2 * g a ≤ |J (f a)| - J (f a) * bond s (f a) := by
     intro a
@@ -106,9 +106,9 @@
   have hsum := Finset.sum_le_sum_of_subset_of_nonneg
     (f := fun e => |J e| - J e * bond s e) hsub (fun e _ _ => hnn e)
-  rw [Finset.sum_map, Finset.sum_sub_distrib] at hsum
+  rw [Finset.sum_map] at hsum
   have hle : ∑ a, 2 * g a ≤ ∑ a, (|J (f a)| - J (f a) * bond s (f a)) :=
     Finset.sum_le_sum fun a _ => hcost a
   rw [← Finset.mul_sum] at hle
-  simp only [Function.Embedding.coeFn_mk] at hsum
+  simp only [Function.Embedding.coeFn_mk, Finset.sum_sub_distrib] at hsum hle
   unfold energy
   linarith
```
